# At fixed $a\omega^2$, the one-plasmon cumulant propagator tends to that of a Gaussian band as $a\to\infty$

## A level and one plasmon

Set $\hbar=1$. A level of uncorrected energy $\varepsilon$ couples with strength $a$ to a plasmon of energy $\omega$. At zero temperature, and without the prefactor $-i\theta(t)$ of the retarded function, its cumulant and propagator at real time $t$ are

$$C(t)=a\,(e^{-i\omega t}+i\omega t-1),\qquad G(t)=e^{-i\varepsilon t}e^{C(t)}.$$

The line with $n$ plasmons has weight and energy

$$p_n=e^{-a}\frac{a^n}{n!},\qquad E_n=\varepsilon+(n-a)\omega .$$

The quasiparticle is $n=0$. With this sign convention satellites lie above it for $\omega>0$. The Gaussian band of width $s>0$ is

$$g(E)=\frac{e^{-(E-\varepsilon)^2/(2s^2)}}{s\sqrt{2\pi}}.$$

## Softening at fixed width

Let $\omega=s/\sqrt a$. Holding $s$ fixed means holding fixed the root-mean-square energy spread that the mode gives the level. The main theorem, `soft_plasmon_gaussian_band`, says that for $s>0$ and each $t$,

$$G(t)\to\int g(E)e^{-iEt}\,dE\quad(a\to\infty),$$

and that $p_n\to0$ for each fixed $n$.

In this model of a single undamped, dispersionless plasmon, the quasiparticle weight $e^{-a}$ is positive at every finite coupling but vanishes in the limit, and the level $\varepsilon$ is the centre of the limiting band.

## The lines and their moments

Expanding the exponential gives

$$G(t)=e^{-i\varepsilon t}e^{-a+ia\omega t}\sum_n\frac{a^n e^{-in\omega t}}{n!}=\sum_n p_n e^{-iE_nt}.$$

At $t=0$ this gives $\sum_n p_n=1$. From $(n+1)p_{n+1}=a\,p_n$ follow

$$\sum_n n\,p_n=a,\qquad \sum_n n^2p_n=a\sum_n(n+1)p_n=a(a+1).$$

The mean energy is therefore $\varepsilon+(a-a)\omega=\varepsilon$, and the variance is $\omega^2[a(a+1)-2a^2+a^2]=a\omega^2$, which is $s^2$ under the scaling.

## The Gaussian in time and in energy

Put $x=st/\sqrt a$. For $|x|\le1$,

$$e^{-ix}=1-ix-\tfrac{x^2}{2}+R,\qquad |R|\le|x|^3.$$

Since $ax^2=(st)^2$,

$$\left|C(t)+\tfrac{(st)^2}{2}\right|=a|R|\le\frac{|st|^3}{\sqrt a}\to0,$$

so $e^{C(t)}\to e^{-(st)^2/2}$.

For the band, substitute $E=\varepsilon+su$ and complete the square:

$$\int g(E)e^{-iEt}dE=e^{-i\varepsilon t}e^{-(st)^2/2}\frac1{\sqrt{2\pi}}\int e^{-(u+ist)^2/2}du.$$

Shifting the contour to the real axis makes the last integral $\sqrt{2\pi}$, so the result is the limit of $G(t)$. Finally, $a^ne^{-a}\to0$ for fixed $n$.

## Negative width and zero coupling

Requiring only $s\neq0$ would not suffice. At $s=-1$, $t=0$ the propagator is $1$ for every $a$, while the formula for $g$ is negative and integrates to $-1$.

At $a=0$ and fixed $\omega$ the cumulant vanishes, $p_0=1$, and a single line remains at $\varepsilon$.

## The model and its limit in Lean

```lean
import Mathlib

open Filter Topology
open Complex (I)

namespace SoftPlasmonCumulant

noncomputable section

/-- The cumulant at time `t` of a level coupled with strength `a` to one plasmon of energy `ω`. -/
def cumulant (a ω t : ℝ) : ℂ :=
  (a : ℂ) * (Complex.exp (-(I * ω * t)) + I * ω * t - 1)

/-- The propagator of a level of uncorrected energy `ε`: the free phase times the exponential
of the cumulant. -/
def propagator (ε a ω t : ℝ) : ℂ :=
  Complex.exp (-(I * ε * t)) * Complex.exp (cumulant a ω t)

/-- The weight of the line with `n` plasmons; `n = 0` is the quasiparticle. -/
def lineWeight (a : ℝ) (n : ℕ) : ℝ := Real.exp (-a) * (a ^ n / (n.factorial : ℝ))

/-- The energy of the line with `n` plasmons. -/
def lineEnergy (ε a ω : ℝ) (n : ℕ) : ℝ := ε + ((n : ℝ) - a) * ω

/-- The normalised Gaussian band with centre `ε` and width `s > 0`, as a function of energy. -/
def gaussianBand (ε s E : ℝ) : ℝ :=
  Real.exp (-(E - ε) ^ 2 / (2 * s ^ 2)) / (s * √(2 * Real.pi))

/-- The propagator is the sum over plasmon numbers of the line weights times the phases
of the line energies. -/
theorem satellite_expansion (ε a ω t : ℝ) :
    HasSum (fun n : ℕ => (lineWeight a n : ℂ) *
      Complex.exp (-(I * (lineEnergy ε a ω n : ℂ) * t))) (propagator ε a ω t) := by
  have h := (NormedSpace.expSeries_div_hasSum_exp
    ((a : ℂ) * Complex.exp (-(I * ω * t)))).mul_left
    (Complex.exp (-(a : ℂ)) * (Complex.exp (-(I * ε * t)) * Complex.exp (I * a * ω * t)))
  rw [← Complex.exp_eq_exp_ℂ] at h
  convert h using 1
  · rfl
  · funext n
    -- each plasmon adds one factor exp(-iωt)
    have e : Complex.exp (-(I * (lineEnergy ε a ω n : ℂ) * t)) =
        Complex.exp (-(I * ε * t)) * Complex.exp (I * a * ω * t) *
          Complex.exp (-(I * ω * t)) ^ n := by
      rw [← Complex.exp_nat_mul, ← Complex.exp_add, ← Complex.exp_add]
      congr 1
      simp only [lineEnergy]
      push_cast
      ring
    rw [e, lineWeight, mul_pow]
    push_cast
    ring
  · simp only [propagator, cumulant]
    rw [← Complex.exp_add, ← Complex.exp_add, ← Complex.exp_add, ← Complex.exp_add]
    congr 1
    ring

/-- The line weights sum to one. -/
theorem hasSum_lineWeight (a : ℝ) : HasSum (lineWeight a) 1 := by
  have h := (NormedSpace.expSeries_div_hasSum_exp a).mul_left (Real.exp (-a))
  rw [← Real.exp_eq_exp_ℝ, ← Real.exp_add, neg_add_cancel, Real.exp_zero] at h
  exact h

/-- The weighted mean of the line energies is the uncorrected level `ε`, and the weighted mean of
their squared deviations from it is `a * ω ^ 2`. For `a ≥ 0` this is their variance. -/
theorem spectral_mean_and_variance (ε a ω : ℝ) :
    HasSum (fun n => lineWeight a n * lineEnergy ε a ω n) ε ∧
    HasSum (fun n => lineWeight a n * (lineEnergy ε a ω n - ε) ^ 2) (a * ω ^ 2) := by
  have h0 := hasSum_lineWeight a
  have hstep : ∀ n : ℕ, ((n + 1 : ℕ) : ℝ) * lineWeight a (n + 1) = a * lineWeight a n := by
    intro n
    simp only [lineWeight, Nat.factorial_succ, pow_succ]
    push_cast
    field_simp
  -- mean plasmon number
  have h1 : HasSum (fun n : ℕ => (n : ℝ) * lineWeight a n) a := by
    have h : HasSum (fun n : ℕ => ((n + 1 : ℕ) : ℝ) * lineWeight a (n + 1)) a := by
      simpa only [hstep, mul_one] using h0.mul_left a
    simpa using (hasSum_nat_add_iff (f := fun n : ℕ => (n : ℝ) * lineWeight a n) 1).1 h
  -- mean squared plasmon number
  have h2 : HasSum (fun n : ℕ => (n : ℝ) ^ 2 * lineWeight a n) (a * (a + 1)) := by
    have h : HasSum (fun n : ℕ => ((n + 1 : ℕ) : ℝ) ^ 2 * lineWeight a (n + 1))
        (a * (a + 1)) := by
      have e : (fun n : ℕ => ((n + 1 : ℕ) : ℝ) ^ 2 * lineWeight a (n + 1)) =
          fun n : ℕ => a * ((n : ℝ) * lineWeight a n + lineWeight a n) := by
        funext n
        have := hstep n
        push_cast at this ⊢
        linear_combination ((n : ℝ) + 1) * this
      rw [e]
      exact (h1.add h0).mul_left a
    simpa using (hasSum_nat_add_iff (f := fun n : ℕ => (n : ℝ) ^ 2 * lineWeight a n) 1).1 h
  constructor
  · convert (h1.mul_left ω).add (h0.mul_left (ε - a * ω)) using 1
    · rfl
    · funext n
      simp only [lineEnergy]
      ring
    · ring
  · convert ((h2.mul_left (ω ^ 2)).add (h1.mul_left (-2 * a * ω ^ 2))).add
      (h0.mul_left (a ^ 2 * ω ^ 2)) using 1
    · rfl
    · funext n
      simp only [lineEnergy]
      ring
    · ring

/-- For plasmon energy `s / √a` with `a > 0` and `|s * t| ≤ √a`, the cumulant differs from
`-(s * t) ^ 2 / 2` by at most `|s * t| ^ 3 / √a`. -/
theorem cumulant_error_bound {a s t : ℝ} (ha : 0 < a) (h : |s * t| ≤ √a) :
    ‖cumulant a (s / √a) t + ((s : ℂ) * t) ^ 2 / 2‖ ≤ |s * t| ^ 3 / √a := by
  have hr : 0 < √a := Real.sqrt_pos.2 ha
  have hra : (√a) ^ 2 = a := Real.sq_sqrt ha.le
  obtain ⟨w, hw⟩ : ∃ w : ℝ, w = s / √a := ⟨_, rfl⟩
  have hx : |w * t| = |s * t| / √a := by
    rw [hw, div_mul_eq_mul_div, abs_div, abs_of_pos hr]
  have hax : a * (w * t) ^ 2 = (s * t) ^ 2 := by
    rw [hw, div_mul_eq_mul_div, div_pow, hra]
    field_simp
  have haxC : (a : ℂ) * ((w : ℂ) * t) ^ 2 = ((s : ℂ) * t) ^ 2 := by exact_mod_cast hax
  rw [← hw]
  have hz : ‖-(I * (w : ℂ) * t)‖ = |w * t| := by
    rw [norm_neg, norm_mul, norm_mul, Complex.norm_I, one_mul, Complex.norm_real,
      Complex.norm_real, Real.norm_eq_abs, Real.norm_eq_abs, abs_mul]
  -- Taylor remainder of the exponential after the quadratic term
  have hb := Complex.exp_bound (x := -(I * (w : ℂ) * t))
    (by rw [hz, hx]; exact (div_le_one hr).2 h) (n := 3) (by norm_num)
  rw [hz, hx] at hb
  have hb' := hb.trans (mul_le_of_le_one_right (by positivity) (by norm_num [Nat.factorial]))
  have key : cumulant a w t + ((s : ℂ) * t) ^ 2 / 2 =
      (a : ℂ) * (Complex.exp (-(I * (w : ℂ) * t)) -
        ∑ m ∈ Finset.range 3, (-(I * (w : ℂ) * t)) ^ m / (m.factorial : ℂ)) := by
    simp only [cumulant, Finset.sum_range_succ, Finset.sum_range_zero, Nat.factorial]
    push_cast
    linear_combination (-(1 / 2) : ℂ) * haxC + ((a : ℂ) * w ^ 2 * t ^ 2 / 2) * Complex.I_sq
  rw [key, norm_mul, Complex.norm_real, Real.norm_of_nonneg ha.le]
  calc _ ≤ a * (|s * t| / √a) ^ 3 := mul_le_mul_of_nonneg_left hb' ha.le
    _ = (√a) ^ 2 * (|s * t| / √a) ^ 3 := by rw [hra]
    _ = |s * t| ^ 3 / √a := by field_simp

/-- At fixed time, the cumulant factor for plasmon energy `s / √a` tends to the Gaussian
`exp (-(s * t) ^ 2 / 2)` as the coupling `a` tends to infinity. -/
theorem cumulant_factor_tendsto (s t : ℝ) :
    Tendsto (fun a : ℝ => Complex.exp (cumulant a (s / √a) t)) atTop
      (𝓝 (Complex.exp (-(((s : ℂ) * t) ^ 2 / 2)))) := by
  have h0 : Tendsto (fun a : ℝ => |s * t| ^ 3 / √a) atTop (𝓝 0) :=
    Real.tendsto_sqrt_atTop.const_div_atTop _
  have h1 : Tendsto (fun a : ℝ => cumulant a (s / √a) t) atTop
      (𝓝 (-(((s : ℂ) * t) ^ 2 / 2))) := by
    refine tendsto_iff_norm_sub_tendsto_zero.2
      (squeeze_zero' (Eventually.of_forall fun _ => norm_nonneg _) ?_ h0)
    filter_upwards [eventually_gt_atTop 0, eventually_ge_atTop ((s * t) ^ 2)] with a ha h
    rw [sub_neg_eq_add]
    exact cumulant_error_bound ha (Real.abs_le_sqrt h)
  exact (Complex.continuous_exp.tendsto _).comp h1

/-- The Fourier transform of the Gaussian band of centre `ε` and width `s > 0` is the free phase
of the level `ε` times `exp (-(s * t) ^ 2 / 2)`. -/
theorem gaussianBand_fourier (ε t : ℝ) {s : ℝ} (hs : 0 < s) :
    ∫ E : ℝ, (gaussianBand ε s E : ℂ) * Complex.exp (-(I * E * t)) =
      Complex.exp (-(I * ε * t)) * Complex.exp (-(((s : ℂ) * t) ^ 2 / 2)) := by
  obtain ⟨v, hv⟩ : ∃ v : NNReal, (v : ℝ) = s ^ 2 := ⟨⟨s ^ 2, sq_nonneg s⟩, rfl⟩
  have hv0 : v ≠ 0 := by
    intro h0
    rw [h0, NNReal.coe_zero] at hv
    exact (pow_pos hs 2).ne hv
  have hvC : ((v : ℝ) : ℂ) = (s : ℂ) ^ 2 := by rw [hv, Complex.ofReal_pow]
  have hg : ∀ E, gaussianBand ε s E = ProbabilityTheory.gaussianPDFReal ε v E := by
    intro E
    have hq : √(2 * Real.pi * s ^ 2) = s * √(2 * Real.pi) := by
      rw [Real.sqrt_mul (by positivity), Real.sqrt_sq hs.le, mul_comm]
    simp only [gaussianBand, ProbabilityTheory.gaussianPDFReal]
    rw [hv, hq]
    exact div_eq_inv_mul _ _
  -- the characteristic function of the normal distribution, at -t
  have h := ProbabilityTheory.charFun_gaussianReal (μ := ε) (v := v) (-t)
  rw [MeasureTheory.charFun_apply_real,
    ProbabilityTheory.integral_gaussianReal_eq_integral_smul hv0] at h
  refine Eq.trans ?_ (h.trans ?_)
  · congr 1
    funext E
    rw [hg, Complex.real_smul]
    congr 2
    push_cast
    ring
  · rw [← Complex.exp_add]
    congr 1
    push_cast
    linear_combination (-(t : ℂ) ^ 2 / 2) * hvC

/-- For plasmon energy `s / √a` with `s > 0` and coupling `a` tending to infinity, the propagator
at each time tends to the Fourier transform of one Gaussian band of width `s` centred at the
uncorrected level `ε`, while the weight of the quasiparticle and of each satellite of fixed
plasmon number tends to zero. -/
theorem soft_plasmon_gaussian_band (ε t : ℝ) {s : ℝ} (hs : 0 < s) :
    Tendsto (fun a : ℝ => propagator ε a (s / √a) t) atTop
      (𝓝 (∫ E : ℝ, (gaussianBand ε s E : ℂ) * Complex.exp (-(I * E * t)))) ∧
    ∀ n : ℕ, Tendsto (fun a : ℝ => lineWeight a n) atTop (𝓝 0) := by
  constructor
  · rw [gaussianBand_fourier ε t hs]
    exact (cumulant_factor_tendsto s t).const_mul _
  · intro n
    -- the exponential beats every power of the coupling
    have h := (Real.tendsto_pow_mul_exp_neg_atTop_nhds_zero n).div_const (n.factorial : ℝ)
    rw [zero_div] at h
    refine h.congr fun a => ?_
    simp only [lineWeight]
    ring

end

end SoftPlasmonCumulant
```

```lean
#print axioms SoftPlasmonCumulant.satellite_expansion
-- 'SoftPlasmonCumulant.satellite_expansion' depends on axioms: [propext, Classical.choice, Quot.sound]
#print axioms SoftPlasmonCumulant.spectral_mean_and_variance
-- 'SoftPlasmonCumulant.spectral_mean_and_variance' depends on axioms: [propext, Classical.choice, Quot.sound]
#print axioms SoftPlasmonCumulant.soft_plasmon_gaussian_band
-- 'SoftPlasmonCumulant.soft_plasmon_gaussian_band' depends on axioms: [propext, Classical.choice, Quot.sound]
```

## Reading the Lean statements

The parameters are real numbers, cast to `ℂ` where phases occur. `HasSum` states that a series converges to the given value, and `Tendsto … atTop (𝓝 …)` is the limit $a\to\infty$. The sum rules hold for all real $a$; reading $p_n$ as probabilities needs $a\ge0$.

The cumulant is postulated, not derived from a GW self-energy. Convergence is stated at each fixed time, and the decay of weights for each fixed $n$; no convergence of the spectral function itself is stated.

## Series, remainder and characteristic function

`satellite_expansion` multiplies the exponential series by $e^{-a}$ and the constant phases; its step `e` splits each line's phase into these constant phases and $n$ factors $e^{-i\omega t}$. `hasSum_lineWeight` sums the weights. In `spectral_mean_and_variance`, `hstep` is the recursion above, and `hasSum_nat_add_iff` restores the $n=0$ term after the index shift.

In `cumulant_error_bound`, `key` writes the error as $a$ times the Taylor remainder, which `Complex.exp_bound` controls. `cumulant_factor_tendsto` squeezes this error to zero once $a>0$ and $a\ge(st)^2$, then uses continuity of the exponential.

`gaussianBand_fourier` replaces the contour shift by Mathlib's characteristic function of the normal distribution with variance $s^2$, evaluated at $-t$. The main theorem combines this identity with the limit in `cumulant_factor_tendsto` and adds the decay of $a^ne^{-a}$.
